# Sondheimer cancellation: a Hall angle constant in energy gives no transverse Mott response in an isotropic planar conductor

To estimate a low-temperature Nernst signal from computed conductivities $\sigma_{xx}(E)$ and $\sigma_{xy}(E)$, one can differentiate the Hall angle $\arctan(\sigma_{xy}/\sigma_{xx})$ at the Fermi energy. For an isotropic planar conductor that obeys the Mott relation, this gives the transverse response, up to a known prefactor, without inverting a matrix.

Write $a=\sigma_{xx}$ and $b=\sigma_{xy}$ for the longitudinal and Hall conductivities of an isotropic two-dimensional conductor in a fixed magnetic field, and let a prime denote $d/dE$. Then

$$\sigma=\begin{pmatrix}a&b\\-b&a\end{pmatrix},\qquad M=\sigma^{-1}\sigma'.$$

For degenerate carriers of charge $q$ with elastic scattering, the Mott relation gives the thermopower tensor as $(\pi^2k_B^2T/3q)\,M$ at the Fermi energy. That relation is the physical reason for studying $M$; it is not derived here. Wherever $a$ and $b$ are differentiable and $a\neq0$, the claim is

$$M_{xx}=\frac{d}{dE}\ln\sqrt{a^2+b^2},\qquad M_{xy}=\frac{d}{dE}\arctan\frac ba .$$

## The Mott tensor from the magnitude and angle of the conductivity

Let $D=a^2+b^2$, the determinant of $\sigma$. When $D\neq0$,

$$\sigma^{-1}=\frac1D\begin{pmatrix}a&-b\\b&a\end{pmatrix},\qquad
\sigma'=\begin{pmatrix}a'&b'\\-b'&a'\end{pmatrix}.$$

Multiplying the first row of $\sigma^{-1}$ into $\sigma'$ gives

$$M_{xx}=\frac{aa'+bb'}{D},\qquad M_{xy}=\frac{ab'-ba'}{D},$$

and the second row gives $M_{yx}=-M_{xy}$ and $M_{yy}=M_{xx}$. For the logarithm, $\ln\sqrt D=\tfrac12\ln D$ and $D'=2(aa'+bb')$, so its derivative is $D'/(2D)=M_{xx}$. For the Hall angle,

$$\frac{d}{dE}\arctan\frac ba=\frac{1}{1+b^2/a^2}\,\frac{ab'-ba'}{a^2}=\frac{ab'-ba'}{a^2+b^2}=M_{xy}.$$

Now take an open energy window on which $a\neq0$. If $M_{xy}=0$ throughout, the Hall angle has zero derivative on an interval and is constant. Since $\arctan$ is injective, $b/a$ is a constant $t$, so $b=ta$. Conversely, if $b=ta$, the Hall angle is $\arctan t$ at every energy and its derivative vanishes. This is Sondheimer cancellation together with its converse.

## A Hall ratio that follows a power law

Suppose $b=ha$ with $h=wE^r$ and $E>0$. In a one-band model with an energy-independent mass and $E$ measured from the band edge, $h$ is the cyclotron frequency times the relaxation time, up to sign. The exponent $r$ then describes how scattering depends on energy, and $w$ collects the cyclotron frequency and the scattering prefactor. Since $h'=rh/E$ and $b'=h'a+ha'$,

$$ab'-ba'=a^2h'+haa'-haa'=a^2h',\qquad D=a^2(1+h^2).$$

The slope of $a$ has dropped out, leaving

$$M_{xy}=\frac{h'}{1+h^2}=\frac{r\,wE^r}{E\,(1+w^2E^{2r})}.$$

For $w>0$ every factor except $r$ is positive, so $M_{xy}$ has the sign of $r$ and vanishes when $r=0$. Also $EM_{xy}=r\,h/(1+h^2)$. From $(h-1)^2\ge0$ we get $2h\le1+h^2$, hence $|EM_{xy}|\le|r|/2$. For $r\ne0$, equality requires $(h-1)^2=0$, that is, $h=1$.

As a check of the arithmetic, take $a=E$, $r=3/2$, $w=1/16$ and $E=4$ in dimensionless units; this $a$ is chosen for simplicity and is not that of the one-band model. Then $h=1/2$, $a=4$, $a'=1$, $b=2$ and $b'=5/4$, so $M_{xy}=(5-2)/20=0.15$. The power-law formula gives the same value, $0.75/5$. Here $EM_{xy}=0.6$, below the bound of $0.75$; doubling $w$ makes $h=1$ and reaches it.

In the weak-field limit $h\to0$, the formula reduces to $M_{xy}\approx rh/E$, linear in the Hall ratio. With no Hall conductivity at all, $M_{xy}=0$ and $M_{xx}=a'/a$.

## Conductivity, slope and Mott tensor as real matrices

The functions `a` and `b` take a real energy to a real conductivity, and `E` is the energy at which the tensors are evaluated.

```lean
import Mathlib

open Set Filter Topology

namespace SondheimerCancellation

noncomputable section

variable {a b : ℝ → ℝ} {E : ℝ}
```

Matrix indices `0` and `1` stand for $x$ and $y$. The definition fixes the sign convention, with $+b$ in the $xy$ position, and builds in isotropy: the diagonal entries are equal and the off-diagonal ones opposite.

```lean
/-- The energy-resolved conductivity tensor of an isotropic two-dimensional conductor in a
magnetic field, with longitudinal part `a` and Hall part `b`. -/
def conductivity (a b : ℝ → ℝ) (E : ℝ) : Matrix (Fin 2) (Fin 2) ℝ :=
  !![a E, b E; -b E, a E]
```

The slope differentiates each entry separately.

```lean
/-- The energy derivative of the conductivity tensor, taken entry by entry. -/
def conductivitySlope (a b : ℝ → ℝ) (E : ℝ) : Matrix (Fin 2) (Fin 2) ℝ :=
  Matrix.of fun i j => deriv (fun e => conductivity a b e i j) E
```

The Mott tensor uses the matrix inverse itself, not a formula postulated for it. The inverse stands on the left, as in $\sigma^{-1}\sigma'$.

```lean
/-- The Mott tensor: the inverse conductivity tensor times its energy derivative. -/
def mottTensor (a b : ℝ → ℝ) (E : ℝ) : Matrix (Fin 2) (Fin 2) ℝ :=
  (conductivity a b E)⁻¹ * conductivitySlope a b E
```

## Inverting and multiplying

The resistivity formula requires only $D\neq0$. The proof uses `Matrix.inv_eq_right_inv`: it suffices to multiply $\sigma$ by the proposed inverse and check that the four entries form the identity matrix.

```lean
/-- The resistivity tensor, the inverse of the conductivity tensor, in terms of the longitudinal
and Hall conductivities. -/
theorem resistivity_eq (hd : a E ^ 2 + b E ^ 2 ≠ 0) :
    (conductivity a b E)⁻¹ =
      !![a E / (a E ^ 2 + b E ^ 2), -b E / (a E ^ 2 + b E ^ 2);
         b E / (a E ^ 2 + b E ^ 2), a E / (a E ^ 2 + b E ^ 2)] := by
  apply Matrix.inv_eq_right_inv
  ext i j
  fin_cases i <;> fin_cases j <;>
    simp [conductivity, Matrix.mul_apply, Fin.sum_univ_succ] <;> field_simp <;> ring
```

The next theorem gives all four entries of $M$. Its intermediate statement `hs` identifies $\sigma'$, after which the inverse is substituted and the product expanded. The theorem also covers a point where $a=0$ but $b\neq0$. It does not assume differentiability, because Lean's `deriv` is zero where no derivative exists; the entries have their physical meaning where $a$ and $b$ are differentiable.

```lean
/-- The four entries of the Mott tensor in terms of the two conductivities and their slopes. -/
theorem mottTensor_eq (hd : a E ^ 2 + b E ^ 2 ≠ 0) :
    mottTensor a b E =
      !![(a E * deriv a E + b E * deriv b E) / (a E ^ 2 + b E ^ 2),
         (a E * deriv b E - b E * deriv a E) / (a E ^ 2 + b E ^ 2);
         -((a E * deriv b E - b E * deriv a E) / (a E ^ 2 + b E ^ 2)),
         (a E * deriv a E + b E * deriv b E) / (a E ^ 2 + b E ^ 2)] := by
  have hs : conductivitySlope a b E =
      !![deriv a E, deriv b E; -deriv b E, deriv a E] := by
    ext i j
    fin_cases i <;> fin_cases j <;> simp [conductivitySlope, conductivity]
  rw [mottTensor, resistivity_eq hd, hs]
  ext i j
  fin_cases i <;> fin_cases j <;>
    simp [Matrix.mul_apply, Fin.sum_univ_succ] <;> ring
```

## Derivatives of the log-magnitude and the Hall angle

`HasDerivAt f m E` says that `f` is differentiable at `E` with derivative `m`. The theorem therefore identifies the two matrix entries as derivatives of the stated functions. It assumes differentiability of $a$ and $b$ at the single energy $E$, and $a(E)\neq0$; the sign of $a$ is free.

```lean
/-- The xx entry of the Mott tensor is the energy derivative of `ln √(a² + b²)`, and the xy entry
is the energy derivative of the Hall angle `arctan (b / a)`. -/
theorem mottTensor_hasDerivAt (ha : DifferentiableAt ℝ a E) (hb : DifferentiableAt ℝ b E)
    (h0 : a E ≠ 0) :
    HasDerivAt (fun e => Real.log (Real.sqrt (a e ^ 2 + b e ^ 2))) (mottTensor a b E 0 0) E ∧
    HasDerivAt (fun e => Real.arctan (b e / a e)) (mottTensor a b E 0 1) E := by
  have hd : a E ^ 2 + b E ^ 2 ≠ 0 := by positivity
  have hxx : mottTensor a b E 0 0 =
      (a E * deriv a E + b E * deriv b E) / (a E ^ 2 + b E ^ 2) := by
    rw [mottTensor_eq hd]; rfl
  have hxy : mottTensor a b E 0 1 =
      (a E * deriv b E - b E * deriv a E) / (a E ^ 2 + b E ^ 2) := by
    rw [mottTensor_eq hd]; rfl
  constructor
  · -- the logarithm turns the square root into a factor one half
    have hlog : (fun e => Real.log (Real.sqrt (a e ^ 2 + b e ^ 2))) =
        fun e => Real.log (a e ^ 2 + b e ^ 2) / 2 := by
      funext e
      exact Real.log_sqrt (by positivity)
    have hsq : HasDerivAt (fun e => a e ^ 2 + b e ^ 2)
        (2 * (a E * deriv a E + b E * deriv b E)) E := by
      refine ((ha.hasDerivAt.fun_pow 2).fun_add (hb.hasDerivAt.fun_pow 2)).congr_deriv ?_
      norm_num
      ring
    rw [hlog, hxx]
    refine ((hsq.log hd).div_const 2).congr_deriv ?_
    ring
  · -- the chain rule for the Hall angle
    rw [hxy]
    refine (hb.hasDerivAt.fun_div ha.hasDerivAt h0).arctan.congr_deriv ?_
    have h1 : 1 + (b E / a E) ^ 2 = (a E ^ 2 + b E ^ 2) / a E ^ 2 := by
      field_simp
    rw [h1]
    field_simp
```

The condition on $a$ gives $D\neq0$, so `hxx` and `hxy` can read off the entries already computed. In the first half, `hlog` replaces $\ln\sqrt D$ by $\tfrac12\ln D$, and `hsq` supplies $D'$. In the second half, the quotient rule is followed by the arctangent chain rule, and `h1` rewrites $1+(b/a)^2$ as $D/a^2$.

## Cancellation throughout an energy window

The window `Ioo lo hi` is the open interval between `lo` and `hi`. Differentiability and $a\neq0$ are assumed at each of its points. The equivalence says that $M_{xy}$ vanishes everywhere in the window exactly when one number `t` satisfies $b=ta$ everywhere in it. A zero at a single energy does not imply a constant ratio.

```lean
/-- Sondheimer cancellation and its converse: the xy entry of the Mott tensor vanishes throughout
an energy window exactly when the ratio of Hall to longitudinal conductivity is constant there. -/
theorem sondheimer_cancellation {lo hi : ℝ}
    (ha : ∀ e ∈ Ioo lo hi, DifferentiableAt ℝ a e)
    (hb : ∀ e ∈ Ioo lo hi, DifferentiableAt ℝ b e)
    (h0 : ∀ e ∈ Ioo lo hi, a e ≠ 0) :
    (∀ e ∈ Ioo lo hi, mottTensor a b e 0 1 = 0) ↔
      ∃ t : ℝ, ∀ e ∈ Ioo lo hi, b e = t * a e := by
  have der : ∀ e ∈ Ioo lo hi,
      HasDerivAt (fun e => Real.arctan (b e / a e)) (mottTensor a b e 0 1) e :=
    fun e he => (mottTensor_hasDerivAt (ha e he) (hb e he) (h0 e he)).2
  constructor
  · intro h
    -- compare the Hall angle with its value at the middle of the window
    refine ⟨b ((lo + hi) / 2) / a ((lo + hi) / 2), fun e he => ?_⟩
    have hm : (lo + hi) / 2 ∈ Ioo lo hi := by
      constructor <;> linarith [he.1, he.2]
    have hc : Real.arctan (b e / a e) =
        Real.arctan (b ((lo + hi) / 2) / a ((lo + hi) / 2)) :=
      isOpen_Ioo.is_const_of_deriv_eq_zero (f := fun e => Real.arctan (b e / a e))
        isPreconnected_Ioo
        (fun x hx => (der x hx).differentiableAt.differentiableWithinAt)
        (fun x hx => by rw [(der x hx).deriv]; exact h x hx) he hm
    rw [← Real.arctan_injective hc]
    exact (div_mul_cancel₀ _ (h0 e he)).symm
  · rintro ⟨t, ht⟩ e he
    have hev : (fun x => Real.arctan (b x / a x)) =ᶠ[𝓝 e] fun _ => Real.arctan t := by
      filter_upwards [isOpen_Ioo.mem_nhds he] with x hx
      rw [ht x hx, mul_div_cancel_right₀ _ (h0 x hx)]
    exact (der e he).unique ((hasDerivAt_const e _).congr_of_eventuallyEq hev)
```

The local result `der` supplies the Hall-angle derivative at every point. For the forward direction, `t` is chosen as the ratio at the midpoint. The theorem `is_const_of_deriv_eq_zero` makes the angle equal to its midpoint value, and `Real.arctan_injective` turns equal angles into equal ratios. If the window is empty, both sides hold trivially. For the converse, the angle agrees with $\arctan t$ near each point, and uniqueness of the derivative gives $M_{xy}=0$.

In semiclassical transport calculations for an isotropic planar conductor that obeys the Mott relation, a nonzero transverse thermopower at the Fermi energy therefore signals a Hall ratio that varies with energy. The theorem concerns the matrix $M$ alone: it does not derive the constant ratio from a band structure or a scattering mechanism.

## The power law, its sign and its maximum

The hypothesis `hb` imposes $b=wE^ra$ at all positive energies. The exponent is any real number, and this first formula also allows any real `w`. Only $a$ is assumed differentiable, since the differentiability of $b$ follows from the power law. This theorem and the two after it also assume $E>0$ and $a(E)\neq0$.

```lean
/-- The xy entry of the Mott tensor when the ratio of Hall to longitudinal conductivity follows
the power law `w E ^ r`. -/
theorem mott_xy_powerLaw {w r : ℝ} (hE : 0 < E) (ha : DifferentiableAt ℝ a E) (h0 : a E ≠ 0)
    (hb : ∀ e, 0 < e → b e = w * e ^ r * a e) :
    mottTensor a b E 0 1 = r * w * E ^ r / (E * (1 + w ^ 2 * E ^ (2 * r))) := by
  have hd : a E ^ 2 + b E ^ 2 ≠ 0 := by positivity
  have hev : b =ᶠ[𝓝 E] fun e => w * e ^ r * a e := by
    filter_upwards [isOpen_Ioi.mem_nhds hE] with e he
    exact hb e he
  have hpow : HasDerivAt (fun e : ℝ => w * e ^ r) (w * (r * E ^ (r - 1))) E :=
    (Real.hasDerivAt_rpow_const (Or.inl hE.ne')).const_mul w
  have hder := (hpow.fun_mul ha.hasDerivAt).congr_of_eventuallyEq hev
  have hxy : mottTensor a b E 0 1 =
      (a E * deriv b E - b E * deriv a E) / (a E ^ 2 + b E ^ 2) := by
    rw [mottTensor_eq hd]; rfl
  have h2 : E ^ (2 * r) = (E ^ r) ^ 2 := by
    rw [two_mul, Real.rpow_add hE, sq]
  rw [hxy, hder.deriv, hb E hE, Real.rpow_sub_one hE.ne', h2]
  -- the slope of the longitudinal conductivity drops out
  generalize E ^ r = x
  have hn : a E ^ 2 + (w * x * a E) ^ 2 ≠ 0 := by positivity
  have hm : E * (1 + w ^ 2 * x ^ 2) ≠ 0 := by positivity
  rw [div_eq_div_iff hn hm]
  field_simp
  ring
```

Here `hpow` differentiates $wE^r$, and `hder` applies the product rule to obtain $b'$. The identity `h2` writes $E^{2r}$ as $(E^r)^2$. Once these are substituted, the remaining algebra is the cancellation of the $haa'$ terms found above.

The sign theorem adds $w>0$, which fixes the orientation of the field relative to the carriers so that the Hall ratio is positive. `SignType.sign` takes the values negative, zero and positive, so $r=0$ is included.

```lean
/-- For a power-law Hall ratio `w E ^ r` with `w > 0`, the xy entry of the Mott tensor has the
sign of the exponent `r`. -/
theorem mott_xy_sign {w r : ℝ} (hE : 0 < E) (hw : 0 < w) (ha : DifferentiableAt ℝ a E)
    (h0 : a E ≠ 0) (hb : ∀ e, 0 < e → b e = w * e ^ r * a e) :
    SignType.sign (mottTensor a b E 0 1) = SignType.sign r := by
  have hpos : 0 < w * E ^ r / (E * (1 + w ^ 2 * E ^ (2 * r))) := by positivity
  have hfac : r * w * E ^ r / (E * (1 + w ^ 2 * E ^ (2 * r))) =
      r * (w * E ^ r / (E * (1 + w ^ 2 * E ^ (2 * r)))) := by
    rw [mul_assoc, mul_div_assoc]
  rw [mott_xy_powerLaw hE ha h0 hb, hfac, sign_mul, sign_pos hpos, mul_one]
```

The proof factors the expression as $r$ times the positive quantity `hpos`, which leaves the sign of $r$ unchanged.

The final theorem bounds the dimensionless product $EM_{xy}$. Its equality statement assumes $r\neq0$, because for $r=0$ both sides of the bound are zero at every Hall ratio.

```lean
/-- For a power-law Hall ratio `w E ^ r` with `w > 0`, energy times the xy entry of the Mott tensor
is at most `|r| / 2` in magnitude; for `r ≠ 0` the bound is reached exactly at Hall ratio one. -/
theorem mott_xy_bound {w r : ℝ} (hE : 0 < E) (hw : 0 < w) (ha : DifferentiableAt ℝ a E)
    (h0 : a E ≠ 0) (hb : ∀ e, 0 < e → b e = w * e ^ r * a e) :
    |E * mottTensor a b E 0 1| ≤ |r| / 2 ∧
      (r ≠ 0 → (|E * mottTensor a b E 0 1| = |r| / 2 ↔ w * E ^ r = 1)) := by
  have key : E * mottTensor a b E 0 1 = r * (w * E ^ r / (1 + (w * E ^ r) ^ 2)) := by
    have h2 : E ^ (2 * r) = (E ^ r) ^ 2 := by
      rw [two_mul, Real.rpow_add hE, sq]
    rw [mott_xy_powerLaw hE ha h0 hb, h2, mul_pow]
    generalize E ^ r = x
    have hD : 1 + w ^ 2 * x ^ 2 ≠ 0 := by positivity
    field_simp
  have hx : 0 < w * E ^ r := by positivity
  rw [key]
  generalize w * E ^ r = x at hx ⊢
  have hq : 0 < x / (1 + x ^ 2) := by positivity
  rw [abs_mul, abs_of_pos hq]
  constructor
  · have hle : x / (1 + x ^ 2) ≤ 1 / 2 := by
      rw [div_le_div_iff₀ (by positivity) (by norm_num)]
      nlinarith [sq_nonneg (x - 1)]
    calc |r| * (x / (1 + x ^ 2)) ≤ |r| * (1 / 2) :=
          mul_le_mul_of_nonneg_left hle (abs_nonneg r)
      _ = |r| / 2 := by ring
  · intro hr
    constructor
    · intro h
      have hhalf : x / (1 + x ^ 2) = 1 / 2 := by
        apply mul_left_cancel₀ (abs_pos.mpr hr).ne'
        rw [h]
        ring
      rw [div_eq_div_iff (by positivity) (by norm_num)] at hhalf
      -- equality forces a perfect square to vanish
      have hs : (x - 1) ^ 2 = 0 := by linear_combination -hhalf
      have hz : x - 1 = 0 := (pow_eq_zero_iff two_ne_zero).mp hs
      linarith
    · intro h
      rw [h]
      ring

end

end SondheimerCancellation
```

The identity `key` rewrites the product as $r\,h/(1+h^2)$, and the Hall ratio is then abbreviated to `x`. The bound $x/(1+x^2)\le\tfrac12$ comes from the nonnegative square $(x-1)^2$, passed to `nlinarith`. In the equality case, dividing out the nonzero $|r|$ leaves $x/(1+x^2)=\tfrac12$, which `hs` converts into $(x-1)^2=0$. The other direction substitutes $x=1$.

```lean
#print axioms SondheimerCancellation.sondheimer_cancellation
#print axioms SondheimerCancellation.mott_xy_sign
#print axioms SondheimerCancellation.mott_xy_bound
```

```
'SondheimerCancellation.sondheimer_cancellation' depends on axioms: [propext, Classical.choice, Quot.sound]
'SondheimerCancellation.mott_xy_sign' depends on axioms: [propext, Classical.choice, Quot.sound]
'SondheimerCancellation.mott_xy_bound' depends on axioms: [propext, Classical.choice, Quot.sound]
```
